# For bounded operators with C = [A,B] commuting with A and D = [B,C] commuting with B, exp(tA) exp(tB) exp(−t²C/2) exp(t³D/3) evolves with generator A + B

Let A, B, C and D be elements of a complete complex normed algebra, such as bounded operators on a Hilbert space, with C = [A,B], D = [B,C], [A,C] = 0 and [B,D] = 0. The failing theorem, `orderedProduct_hasDerivAt`, says that the ordered product U(t) = exp(tA) exp(tB) exp(−t²C/2) exp(t³D/3) satisfies U′(t) = (A + B)U(t) at every complex t. The attempt differentiates the four factors by the product rule, using the chain rule for the exponents −t²/2 and t³/3. It then moves every generator to the left with the commutation relations, so that the terms in C and D cancel and A + B remains.

An attempt in Lean 4 with a fault in it:

```lean
import Mathlib

open NormedSpace (exp)

namespace OrderedProductHasDerivAt

noncomputable section

section Banach

variable {𝔸 : Type*} [NormedRing 𝔸] [NormedAlgebra ℂ 𝔸] [CompleteSpace 𝔸]

/-- The ordered product `exp(tA) exp(tB) exp(-t²C/2) exp(t³D/3)`. -/
def orderedProduct (A B C D : 𝔸) (t : ℂ) : 𝔸 :=
  exp (t • A) * exp (t • B) * exp ((-(t ^ 2 / 2)) • C) * exp ((t ^ 3 / 3) • D)

omit [CompleteSpace 𝔸] in
/-- A quantity whose rate of change vanishes at all times keeps its initial value. -/
theorem conserved {f : ℂ → 𝔸} (h : ∀ t, HasDerivAt f 0 t) (t : ℂ) : f t = f 0 :=
  is_const_of_deriv_eq_zero (fun s => (h s).differentiableAt) (fun s => (h s).deriv) t 0

/-- Evolution with the generator `-X` is undone by evolution with `X`. -/
theorem exp_mul_exp_neg (X : 𝔸) (t : ℂ) : exp (t • X) * exp (t • (-X)) = 1 := by
  have hG : ∀ s : ℂ, HasDerivAt (fun u : ℂ => exp (u • X) * exp (u • (-X))) 0 s := fun s =>
    ((hasDerivAt_exp_smul_const X s).fun_mul
      (hasDerivAt_exp_smul_const' (-X) s)).congr_deriv (by noncomm_ring)
  have h := conserved hG t
  exact h.trans (by simp [NormedSpace.exp_zero])

/-- If `Z = [X,Y]` commutes with `X`, then moving `Y` to the left through `exp(tX)`
shifts it to `Y + tZ`. -/
theorem exp_exchange {X Y Z : 𝔸} (hZ : X * Y - Y * X = Z) (hXZ : X * Z = Z * X) (t : ℂ) :
    exp (t • X) * Y = (Y + t • Z) * exp (t • X) := by
  have hk : ∀ s : ℂ, Z + (Y + s • Z) * X - X * (Y + s • Z) = 0 := by
    intro s
    rw [add_mul, mul_add, smul_mul_assoc, mul_smul_comm, hXZ]
    nth_rewrite 1 [← hZ]
    abel
  have alg : ∀ V U W : 𝔸, V * (-X) * (W * U) + V * (Z * U + W * (X * U))
      = V * ((Z + W * X - X * W) * U) := by
    intro V U W
    noncomm_ring
  have hL : ∀ s : ℂ, HasDerivAt (fun u : ℂ => Y + u • Z) Z s := fun s =>
    (((hasDerivAt_id' s).smul_const Z).const_add Y).congr_deriv (one_smul ℂ Z)
  -- the shifted operator, carried back by the evolution, does not change
  have hG : ∀ s : ℂ, HasDerivAt
      (fun u : ℂ => exp (u • (-X)) * ((Y + u • Z) * exp (u • X))) 0 s := fun s =>
    ((hasDerivAt_exp_smul_const (-X) s).fun_mul
      ((hL s).fun_mul (hasDerivAt_exp_smul_const' X s))).congr_deriv
      ((alg _ _ _).trans (by rw [hk s, zero_mul, mul_zero]))
  have h := conserved hG t
  have h1 : exp (t • (-X)) * ((Y + t • Z) * exp (t • X)) = Y :=
    h.trans (by simp [NormedSpace.exp_zero])
  calc exp (t • X) * Y
      = exp (t • X) * (exp (t • (-X)) * ((Y + t • Z) * exp (t • X))) := by rw [h1]
    _ = (Y + t • Z) * exp (t • X) := by rw [← mul_assoc, exp_mul_exp_neg, one_mul]

/-- If `C = [A,B]` commutes with `A` and `D = [B,C]` commutes with `B`, the ordered product
obeys the equation of motion with generator `A + B`. -/
theorem orderedProduct_hasDerivAt {A B C D : 𝔸} (hC : A * B - B * A = C)
    (hD : B * C - C * B = D) (hAC : A * C = C * A) (hBD : B * D = D * B) (t : ℂ) :
    HasDerivAt (orderedProduct A B C D) ((A + B) * orderedProduct A B C D t) t := by
  -- by the Jacobi identity `D` commutes with `A`, hence also with `C`
  have hAD : A * D = D * A := by
    rw [← hD]
    linear_combination (norm := noncomm_ring) hC * C - C * hC - hAC * B + B * hAC
  have hCD : C * D = D * C := by
    rw [← hC]
    linear_combination (norm := noncomm_ring) A * hBD + hAD * B - B * hAD - hBD * A
  have comm : ∀ {X Y : 𝔸}, X * Y = Y * X → ∀ s : ℂ, exp (s • X) * Y = Y * exp (s • X) := by
    intro X Y h s
    have h' := exp_exchange (Z := 0) (sub_eq_zero.mpr h) (by rw [mul_zero, zero_mul]) s
    rwa [smul_zero, add_zero] at h'
  -- moving all generators to the left leaves only `A + B`
  have alg : ∀ a b c d : 𝔸, a * B = (B + t • C) * a → b * C = (C + t • D) * b →
      a * C = C * a → a * D = D * a → b * D = D * b → c * D = D * c →
      ((A * a * b + a * (B * b)) * c + a * b * ((-t) • (C * c))) * d
        + a * b * c * ((t ^ 2) • (D * d)) = (A + B) * (a * b * c * d) := by
    intro a b c d e1 e2 e3 e4 e5 e6
    have t2 : a * (B * b) = B * (a * b) + t • (C * (a * b)) := by
      rw [← mul_assoc, e1]
      simp only [add_mul, smul_mul_assoc, mul_assoc]
    have t3 : a * b * (C * c) = C * (a * b * c) + t • (D * (a * b * c)) := by
      calc a * b * (C * c) = a * (b * C) * c := by simp only [mul_assoc]
        _ = (a * C) * b * c + t • ((a * D) * b * c) := by
          rw [e2]
          simp only [add_mul, mul_add, smul_mul_assoc, mul_smul_comm, mul_assoc]
        _ = _ := by
          rw [e3, e4]
          simp only [mul_assoc]
    have t4 : a * b * c * (D * d) = D * (a * b * c * d) := by
      calc a * b * c * (D * d) = a * b * (c * D) * d := by simp only [mul_assoc]
        _ = a * (b * D) * c * d := by rw [e6]; simp only [mul_assoc]
        _ = (a * D) * b * c * d := by rw [e5]; simp only [mul_assoc]
        _ = _ := by rw [e4]; simp only [mul_assoc]
    rw [mul_smul_comm, mul_smul_comm, t2, t3, t4]
    simp only [add_mul, smul_mul_assoc, smul_add, mul_assoc]
    module
  have p2 : HasDerivAt (fun s : ℂ => -(s ^ 2 / 2)) (-t) t :=
    ((hasDerivAt_pow 2 t).div_const 2).fun_neg.congr_deriv (by norm_num)
  have p3 : HasDerivAt (fun s : ℂ => s ^ 3 / 3) (t ^ 2) t :=
    ((hasDerivAt_pow 3 t).div_const 3).congr_deriv (by norm_num)
  have dC : HasDerivAt (fun s : ℂ => exp ((-(s ^ 2 / 2)) • C))
      ((-t) • (C * exp ((-(t ^ 2 / 2)) • C))) t :=
    HasDerivAt.scomp t (hasDerivAt_exp_smul_const' C (-(t ^ 2 / 2))) p2
  have dD : HasDerivAt (fun s : ℂ => exp ((s ^ 3 / 3) • D))
      ((t ^ 2) • (D * exp ((t ^ 3 / 3) • D))) t :=
    HasDerivAt.scomp t (hasDerivAt_exp_smul_const' D (t ^ 3 / 3)) p3
  exact ((((hasDerivAt_exp_smul_const' A t).fun_mul
    (hasDerivAt_exp_smul_const' B t)).fun_mul dC).fun_mul dD).congr_deriv
    (alg _ _ _ _ (exp_exchange hC hAC t) (exp_exchange hD hBD t) (comm hAC t)
      (comm hAD t) (comm hBD t) (comm hCD _))

end Banach

end

end OrderedProductHasDerivAt
```

Compiling this gives:

```
Main.lean:105:4: error: Type mismatch
  HasDerivAt.scomp t ?m.1095 p2
has type
  HasDerivAt (?m.1073 ∘ fun s => -(s ^ 2 / 2)) (-t • ?m.1074) t
but is expected to have type
  HasDerivAt (fun s => exp (-(s ^ 2 / 2) • C)) (-t • (C * exp (-(t ^ 2 / 2) • C))) t
Main.lean:108:4: error: Type mismatch
  HasDerivAt.scomp t ?m.1219 p3
has type
  HasDerivAt (?m.1199 ∘ fun s => s ^ 3 / 3) (t ^ 2 • ?m.1200) t
but is expected to have type
  HasDerivAt (fun s => exp ((s ^ 3 / 3) • D)) (t ^ 2 • (D * exp ((t ^ 3 / 3) • D))) t
```

Cause. Both errors come from the chain rule `HasDerivAt.scomp`, whose conclusion is about a composition `g ∘ h`. In each message the inner function is known from `p2` or `p3`, but the outer one is still a metavariable. Lean therefore had to find `g` by matching `g ∘ h` with the expected `fun s => exp (…)`. That asks for a `g` whose value at `-(s ^ 2 / 2)`, or at `s ^ 3 / 3`, is the given exponential. Since the argument is a compound expression and not a bare variable, unification did not find `g`, and Lean reported a type mismatch.

The repair first states the exponential derivatives as `gC` and `gD`, then forms `kC` and `kD` with no expected type, so `gC` and `gD` fix the outer function. When `kC` and `kD` are then given for `dC` and `dD`, Lean only has to unfold a known composition, and the two forms agree by definition.

The changes inside `alg` are mere tidying, as no message concerns that part.

The repair, with which the file compiles:

```diff
@@ -78,33 +78,27 @@
         + a * b * c * ((t ^ 2) • (D * d)) = (A + B) * (a * b * c * d) := by
     intro a b c d e1 e2 e3 e4 e5 e6
-    have t2 : a * (B * b) = B * (a * b) + t • (C * (a * b)) := by
-      rw [← mul_assoc, e1]
+    have t3 : a * b * C = (C + t • D) * (a * b) := by
+      rw [mul_assoc, e2, ← mul_assoc, mul_add, mul_smul_comm, e3, e4]
       simp only [add_mul, smul_mul_assoc, mul_assoc]
-    have t3 : a * b * (C * c) = C * (a * b * c) + t • (D * (a * b * c)) := by
-      calc a * b * (C * c) = a * (b * C) * c := by simp only [mul_assoc]
-        _ = (a * C) * b * c + t • ((a * D) * b * c) := by
-          rw [e2]
-          simp only [add_mul, mul_add, smul_mul_assoc, mul_smul_comm, mul_assoc]
-        _ = _ := by
-          rw [e3, e4]
-          simp only [mul_assoc]
-    have t4 : a * b * c * (D * d) = D * (a * b * c * d) := by
-      calc a * b * c * (D * d) = a * b * (c * D) * d := by simp only [mul_assoc]
-        _ = a * (b * D) * c * d := by rw [e6]; simp only [mul_assoc]
-        _ = (a * D) * b * c * d := by rw [e5]; simp only [mul_assoc]
-        _ = _ := by rw [e4]; simp only [mul_assoc]
-    rw [mul_smul_comm, mul_smul_comm, t2, t3, t4]
-    simp only [add_mul, smul_mul_assoc, smul_add, mul_assoc]
-    module
+    have t4 : Commute (a * b * c) D := Commute.mul_left (Commute.mul_left e4 e5) e6
+    calc _ = (A * a * b + a * B * b) * c * d + (-t) • (a * b * C * c * d)
+          + (t ^ 2) • (a * b * c * D * d) := by
+          simp only [mul_smul_comm, smul_mul_assoc, add_mul, mul_assoc]
+      _ = _ := by
+          rw [e1, t3, t4.eq]
+          simp only [add_mul, smul_mul_assoc, smul_add, mul_assoc]
+          module
   have p2 : HasDerivAt (fun s : ℂ => -(s ^ 2 / 2)) (-t) t :=
     ((hasDerivAt_pow 2 t).div_const 2).fun_neg.congr_deriv (by norm_num)
   have p3 : HasDerivAt (fun s : ℂ => s ^ 3 / 3) (t ^ 2) t :=
     ((hasDerivAt_pow 3 t).div_const 3).congr_deriv (by norm_num)
+  have gC := hasDerivAt_exp_smul_const' C (-(t ^ 2 / 2))
+  have gD := hasDerivAt_exp_smul_const' D (t ^ 3 / 3)
+  have kC := HasDerivAt.scomp t gC p2
+  have kD := HasDerivAt.scomp t gD p3
   have dC : HasDerivAt (fun s : ℂ => exp ((-(s ^ 2 / 2)) • C))
-      ((-t) • (C * exp ((-(t ^ 2 / 2)) • C))) t :=
-    HasDerivAt.scomp t (hasDerivAt_exp_smul_const' C (-(t ^ 2 / 2))) p2
+      ((-t) • (C * exp ((-(t ^ 2 / 2)) • C))) t := kC
   have dD : HasDerivAt (fun s : ℂ => exp ((s ^ 3 / 3) • D))
-      ((t ^ 2) • (D * exp ((t ^ 3 / 3) • D))) t :=
-    HasDerivAt.scomp t (hasDerivAt_exp_smul_const' D (t ^ 3 / 3)) p3
+      ((t ^ 2) • (D * exp ((t ^ 3 / 3) • D))) t := kD
   exact ((((hasDerivAt_exp_smul_const' A t).fun_mul
     (hasDerivAt_exp_smul_const' B t)).fun_mul dC).fun_mul dD).congr_deriv
```
